# Gauge dependence of the ZORA Hamiltonian in a finite matrix model

Let $P$ be a Hermitian $n\times n$ matrix, $V$ a real diagonal potential, $c,d>0$, and $V_i+d<2c^2$ for every $i$; then the ZORA matrix $H(V)=P\,\frac{c^2}{2c^2-V}\,P+V$ is Hermitian, and $H(V+d)-H(V)-d$ is positive semidefinite and vanishes only for $P=0$. If $P\neq0$, adding the constant $d$ to the potential raises the sum of all $n$ eigenvalues by strictly more than $nd$.

In Lean 4 with Mathlib:

```lean
import Mathlib

open Matrix
open scoped ComplexOrder

namespace ZoraGauge

noncomputable section

variable {n : Type*} [Fintype n] [DecidableEq n]

/-- The energy-dependent Hamiltonian `P c²/(2c² + E - V) P + V` left after eliminating the small
component, for a diagonal potential `V` with `2c² + E - V i ≠ 0` for all `i`. -/
def elimHam (c : ℝ) (P : Matrix n n ℂ) (V : n → ℝ) (E : ℝ) : Matrix n n ℂ :=
  P * diagonal (fun i => ((c ^ 2 / (2 * c ^ 2 + E - V i) : ℝ) : ℂ)) * P
    + diagonal (fun i => ((V i : ℝ) : ℂ))

/-- The ZORA Hamiltonian `P c²/(2c² - V) P + V`: the energy in the denominator is set to zero.
Its domain is `V i ≠ 2c²` for all `i`. -/
def zora (c : ℝ) (P : Matrix n n ℂ) (V : n → ℝ) : Matrix n n ℂ :=
  elimHam c P V 0

/-- The gauge defect `H(V + d) - H(V) - d` of the ZORA Hamiltonian, for potentials with
`V i ≠ 2c²` and `V i + d ≠ 2c²` for all `i`. -/
def gaugeDefect (c : ℝ) (P : Matrix n n ℂ) (V : n → ℝ) (d : ℝ) : Matrix n n ℂ :=
  zora c P (fun i => V i + d) - zora c P V - (d : ℂ) • (1 : Matrix n n ℂ)

/-- The local weight `c² d / ((2c² - V - d)(2c² - V))`, for `V i` and `V i + d` different
from `2c²`. -/
def weight (c : ℝ) (V : n → ℝ) (d : ℝ) (i : n) : ℝ :=
  c ^ 2 * d / ((2 * c ^ 2 - (V i + d)) * (2 * c ^ 2 - V i))

omit [Fintype n] in
/-- Adding a constant to a diagonal potential adds that multiple of the identity matrix. -/
theorem diagonal_shift (V : n → ℝ) (d : ℝ) :
    diagonal (fun i => ((V i + d : ℝ) : ℂ))
      = diagonal (fun i => ((V i : ℝ) : ℂ)) + (d : ℂ) • (1 : Matrix n n ℂ) := by
  ext i j
  by_cases h : i = j
  · subst h
    simp
  · simp [h]

/-- The energy-dependent Hamiltonian is gauge covariant: shifting the potential and the energy
by the same constant `d` adds exactly `d` to it. -/
theorem elimHam_shift (c : ℝ) (P : Matrix n n ℂ) (V : n → ℝ) (E d : ℝ) :
    elimHam c P (fun i => V i + d) (E + d)
      = elimHam c P V E + (d : ℂ) • (1 : Matrix n n ℂ) := by
  -- the two shifts cancel in the denominator
  have h : ∀ i, 2 * c ^ 2 + (E + d) - (V i + d) = 2 * c ^ 2 + E - V i := fun i => by ring
  simp only [elimHam, h]
  rw [diagonal_shift, add_assoc]

/-- For Hermitian `P` and a real diagonal potential the ZORA Hamiltonian is Hermitian. -/
theorem zora_isHermitian (c : ℝ) {P : Matrix n n ℂ} (hP : P.IsHermitian) (V : n → ℝ) :
    (zora c P V).IsHermitian := by
  have hd : ∀ v : n → ℝ, (diagonal (fun i => ((v i : ℝ) : ℂ)))ᴴ
      = diagonal (fun i => ((v i : ℝ) : ℂ)) := by
    intro v
    rw [diagonal_conjTranspose]
    congr 1
    funext i
    exact Complex.conj_ofReal _
  unfold zora elimHam
  rw [Matrix.IsHermitian, conjTranspose_add, conjTranspose_mul, conjTranspose_mul, hP.eq,
    hd (fun i => c ^ 2 / (2 * c ^ 2 + 0 - V i)), hd V, Matrix.mul_assoc]

omit [Fintype n] [DecidableEq n] in
/-- The local weight is positive for `c, d > 0` when the shifted potential stays below `2c²`. -/
theorem weight_pos {c d : ℝ} (hc : 0 < c) (hd : 0 < d) {V : n → ℝ}
    (hV : ∀ i, V i + d < 2 * c ^ 2) (i : n) : 0 < weight c V d i := by
  have h1 : 0 < 2 * c ^ 2 - (V i + d) := by linarith [hV i]
  have h0 : 0 < 2 * c ^ 2 - V i := by linarith [hV i]
  unfold weight
  positivity

/-- For `d > 0` and a shifted potential below `2c²`, the gauge defect is the kinetic-type matrix
`P W P` with the local weight `W` on the diagonal. -/
theorem gaugeDefect_eq {c d : ℝ} (hd : 0 < d) (P : Matrix n n ℂ) {V : n → ℝ}
    (hV : ∀ i, V i + d < 2 * c ^ 2) :
    gaugeDefect c P V d = P * diagonal (fun i => (weight c V d i : ℂ)) * P := by
  -- the weight is the difference of the two ZORA kinetic factors
  have hw : ∀ i, weight c V d i
      = c ^ 2 / (2 * c ^ 2 + 0 - (V i + d)) - c ^ 2 / (2 * c ^ 2 + 0 - V i) := by
    intro i
    have h1 : 2 * c ^ 2 - (V i + d) ≠ 0 := by linarith [hV i] |> fun h => ne_of_gt h
    have h0 : 2 * c ^ 2 - V i ≠ 0 := ne_of_gt (by linarith [hV i])
    rw [add_zero, div_sub_div _ _ h1 h0, weight]
    congr 1
    ring
  have hD : diagonal (fun i => (weight c V d i : ℂ))
      = diagonal (fun i => ((c ^ 2 / (2 * c ^ 2 + 0 - (V i + d)) : ℝ) : ℂ))
        - diagonal (fun i => ((c ^ 2 / (2 * c ^ 2 + 0 - V i) : ℝ) : ℂ)) := by
    rw [diagonal_sub]
    congr 1
    funext i
    rw [hw i, Complex.ofReal_sub]
  unfold gaugeDefect zora elimHam
  rw [hD, diagonal_shift, mul_sub, sub_mul]
  abel

/-- For Hermitian `P`, `d > 0` and a shifted potential below `2c²`, the quadratic form `x† D x` of
the gauge defect `D` is the weighted sum of `|(P x)_i|²`, for every vector `x`. -/
theorem expectation_eq {c d : ℝ} (hd : 0 < d) {P : Matrix n n ℂ} (hP : P.IsHermitian)
    {V : n → ℝ} (hV : ∀ i, V i + d < 2 * c ^ 2) (x : n → ℂ) :
    star x ⬝ᵥ gaugeDefect c P V d *ᵥ x
      = ((∑ i, weight c V d i * ‖(P *ᵥ x) i‖ ^ 2 : ℝ) : ℂ) := by
  -- move the left factor P onto the bra
  have hs : star x ᵥ* P = star (P *ᵥ x) := by rw [star_mulVec, hP.eq]
  rw [gaugeDefect_eq hd P hV, ← mulVec_mulVec, ← mulVec_mulVec, dotProduct_mulVec, hs,
    dotProduct, Complex.ofReal_sum]
  refine Finset.sum_congr rfl fun i _ => ?_
  have h : star ((P *ᵥ x) i) * (P *ᵥ x) i = ((‖(P *ᵥ x) i‖ : ℝ) : ℂ) ^ 2 :=
    Complex.conj_mul' _
  rw [mulVec_diagonal, Pi.star_apply]
  push_cast
  linear_combination (weight c V d i : ℂ) * h

/-- **Gauge dependence of ZORA.** For Hermitian `P`, `c, d > 0` and a shifted potential below
`2c²`, the matrix `H(V + d) - H(V) - d` is positive semidefinite, and it vanishes only for
`P = 0`. -/
theorem zora_gauge_dependence {c d : ℝ} (hc : 0 < c) (hd : 0 < d) {P : Matrix n n ℂ}
    (hP : P.IsHermitian) {V : n → ℝ} (hV : ∀ i, V i + d < 2 * c ^ 2) :
    (gaugeDefect c P V d).PosSemidef ∧ (gaugeDefect c P V d = 0 ↔ P = 0) := by
  have hnn : ∀ x : n → ℂ, ∀ i ∈ Finset.univ, 0 ≤ weight c V d i * ‖(P *ᵥ x) i‖ ^ 2 :=
    fun x i _ => mul_nonneg (weight_pos hc hd hV i).le (sq_nonneg _)
  refine ⟨PosSemidef.of_dotProduct_mulVec_nonneg ?_ fun x => ?_, fun h => ?_, fun h => ?_⟩
  · have h1 : ((d : ℂ) • (1 : Matrix n n ℂ)).IsHermitian := by
      simp [Matrix.IsHermitian, conjTranspose_smul]
    exact ((zora_isHermitian c hP _).sub (zora_isHermitian c hP V)).sub h1
  · rw [expectation_eq hd hP hV]
    exact Complex.zero_le_real.mpr (Finset.sum_nonneg (hnn x))
  · -- a vanishing defect forces P x = 0 for every basis vector x
    ext i j
    have h0 := expectation_eq hd hP hV (Pi.single j 1)
    rw [h, zero_mulVec, dotProduct_zero] at h0
    have h1 := (Finset.sum_eq_zero_iff_of_nonneg (hnn (Pi.single j 1))).mp
      (Complex.ofReal_eq_zero.mp h0.symm) i (Finset.mem_univ i)
    have h2 := (mul_eq_zero.mp h1).resolve_left (weight_pos hc hd hV i).ne'
    simpa using h2
  · rw [gaugeDefect_eq hd P hV, h, mul_zero]

/-- For Hermitian `P`, `d > 0` and a shifted potential below `2c²`, the trace of the gauge defect
is the weighted sum of all `|P_ij|²`. -/
theorem trace_gaugeDefect {c d : ℝ} (hd : 0 < d) {P : Matrix n n ℂ} (hP : P.IsHermitian)
    {V : n → ℝ} (hV : ∀ i, V i + d < 2 * c ^ 2) :
    (gaugeDefect c P V d).trace = ((∑ j, ∑ i, weight c V d i * ‖P i j‖ ^ 2 : ℝ) : ℂ) := by
  rw [gaugeDefect_eq hd P hV, Matrix.trace]
  push_cast
  refine Finset.sum_congr rfl fun j _ => ?_
  rw [diag_apply, Matrix.mul_apply]
  refine Finset.sum_congr rfl fun i _ => ?_
  have h : star (P i j) * P i j = ((‖P i j‖ : ℝ) : ℂ) ^ 2 := Complex.conj_mul' _
  rw [mul_diagonal]
  have h' : star (P i j) = P j i := hP.apply j i
  rw [h'] at h
  linear_combination (weight c V d i : ℂ) * h

/-- For Hermitian `P ≠ 0`, `c, d > 0` and a shifted potential below `2c²`, adding `d` to the
potential raises the sum of all ZORA eigenvalues by strictly more than `d` times their number. -/
theorem sum_energies_shift {c d : ℝ} (hc : 0 < c) (hd : 0 < d) {P : Matrix n n ℂ}
    (hP : P.IsHermitian) (hP0 : P ≠ 0) {V : n → ℝ} (hV : ∀ i, V i + d < 2 * c ^ 2) :
    ∑ i, (zora_isHermitian c hP V).eigenvalues i + d * Fintype.card n
      < ∑ i, (zora_isHermitian c hP (fun i => V i + d)).eigenvalues i := by
  have key : ∀ (A : Matrix n n ℂ) (hA : A.IsHermitian),
      ((∑ i, hA.eigenvalues i : ℝ) : ℂ) = A.trace := fun A hA =>
    (Complex.ofReal_sum _ _).trans hA.trace_eq_sum_eigenvalues.symm
  have ht := trace_gaugeDefect hd hP hV
  rw [gaugeDefect, trace_sub, trace_sub, trace_smul, trace_one, smul_eq_mul,
    ← key _ (zora_isHermitian c hP V), ← key _ (zora_isHermitian c hP (fun i => V i + d))] at ht
  have hr : ∑ i, (zora_isHermitian c hP (fun i => V i + d)).eigenvalues i
      - ∑ i, (zora_isHermitian c hP V).eigenvalues i - d * Fintype.card n
      = ∑ j, ∑ i, weight c V d i * ‖P i j‖ ^ 2 := by
    exact_mod_cast ht
  -- one nonzero entry of P makes the trace of the defect positive
  obtain ⟨i, j, hij⟩ : ∃ i j, P i j ≠ 0 := by
    by_contra h
    push Not at h
    exact hP0 (Matrix.ext h)
  have hnn : ∀ b a, 0 ≤ weight c V d a * ‖P a b‖ ^ 2 :=
    fun b a => mul_nonneg (weight_pos hc hd hV a).le (sq_nonneg _)
  have hpos : 0 < ∑ j, ∑ i, weight c V d i * ‖P i j‖ ^ 2 :=
    Finset.sum_pos' (fun b _ => Finset.sum_nonneg fun a _ => hnn b a)
      ⟨j, Finset.mem_univ j, Finset.sum_pos' (fun a _ => hnn j a)
        ⟨i, Finset.mem_univ i,
          mul_pos (weight_pos hc hd hV i) (pow_pos (norm_pos_iff.mpr hij) 2)⟩⟩
  linarith

end

end ZoraGauge
```

```lean
#print axioms ZoraGauge.elimHam_shift
#print axioms ZoraGauge.zora_gauge_dependence
#print axioms ZoraGauge.sum_energies_shift
```

```
'ZoraGauge.elimHam_shift' depends on axioms: [propext, Classical.choice, Quot.sound]
'ZoraGauge.zora_gauge_dependence' depends on axioms: [propext, Classical.choice, Quot.sound]
'ZoraGauge.sum_energies_shift' depends on axioms: [propext, Classical.choice, Quot.sound]
```

## Where the shift goes wrong

In atomic units, with the rest energy subtracted, the Dirac equation couples a large component $\varphi$ and a small component $\chi$:

$$V\varphi+cP\chi=E\varphi,\qquad cP\varphi+(V-2c^2)\chi=E\chi .$$

Here $c$ is the speed of light, $E$ the energy, and $P$ stands for the momentum or for $\sigma\cdot p$. The second equation gives $\chi=(2c^2+E-V)^{-1}cP\varphi$. Inserted into the first, it yields $H(V,E)\varphi=E\varphi$ with

$$H(V,E)=P\,\frac{c^2}{2c^2+E-V}\,P+V .$$

Only the difference $E-V$ enters the denominator. If the potential and the energy both move by $d$, the denominator stays the same and the last term gains $d$:

$$H(V+d,E+d)=H(V,E)+d .$$

This is the correct behaviour under a change of the energy zero. ZORA, the zeroth-order regular approximation, sets $E=0$ in the denominator, so that $H(V)=H(V,0)$. When $V$ now moves, nothing in the denominator moves with it, and covariance is lost.

## The defect is a weighted kinetic energy

Subtract the two ZORA matrices and the constant. The potential terms cancel, since $(V+d)-V-d=0$, and what remains is $PWP$, where $W$ is diagonal with entries

$$W_i=\frac{c^2}{2c^2-V_i-d}-\frac{c^2}{2c^2-V_i}
=\frac{c^2d}{(2c^2-V_i-d)(2c^2-V_i)} .$$

Both factors in the denominator are positive because $V_i<V_i+d<2c^2$, so $W_i>0$. For any vector $x$, Hermiticity of $P$ lets the left factor act on the bra:

$$x^\dagger PWPx=(Px)^\dagger W(Px)=\sum_i W_i\,|(Px)_i|^2\ \ge 0 .$$

For $x^\dagger x=1$ this is the expectation value of the defect; for other nonzero $x$ it has to be divided by $x^\dagger x$.

The defect is therefore positive semidefinite. If it is zero, the sum vanishes for every $x$, and each term vanishes separately. Taking $x$ to be the $j$-th basis vector gives $(Px)_i=P_{ij}=0$ for all $i$ and $j$, hence $P=0$. Conversely, $P=0$ makes $PWP$ zero.

The free case shows the size of the effect. With $V=0$, the kinetic part $P^2/2$ becomes $P^2/2$ times $2c^2/(2c^2-d)$, a relative increase of $d/(2c^2-d)$.

## From matrices to energies

It does not follow from $H(V+d)\neq H(V)+d$ alone that the energies differ: $\mathrm{diag}(0,1)$ and $\mathrm{diag}(1,0)$ are different matrices with the same spectrum. Reading a changed spectrum directly off a nonzero defect is the gap that this derivation invites.

The trace closes it. Since $P_{ji}=\overline{P_{ij}}$,

$$\operatorname{tr}(PWP)=\sum_j\sum_i P_{ji}W_iP_{ij}=\sum_j\sum_i W_i|P_{ij}|^2 .$$

The trace of a Hermitian matrix is the sum of its eigenvalues. Writing $\varepsilon_k$ and $\varepsilon'_k$ for the eigenvalues of $H(V)$ and $H(V+d)$,

$$\sum_k\varepsilon'_k-\sum_k\varepsilon_k-nd=\sum_j\sum_i W_i|P_{ij}|^2 .$$

One nonzero entry of $P$ makes the right-hand side positive. The spectrum of $H(V+d)$ is then not the spectrum of $H(V)$ moved by $d$.

## What the matrices and hypotheses stand for

The finite type `n` labels the basis states, for example grid points, or grid points combined with spin. `P` is a complex matrix over these labels, and `V : n → ℝ` lists the diagonal potential values. The functions `elimHam` and `zora` are $H(V,E)$ and $H(V)$. The elimination of the small component is the physical reason for this definition, and the file starts from its result. `gaugeDefect` is $H(V+d)-H(V)-d$, with the last $d$ written as a multiple of the identity matrix, and `weight` is $W_i$.

The hypothesis `hV` says that the shifted potential stays below $2c^2$, the separation between the positive and negative rest energies. This keeps every ZORA denominator positive. Requiring only $V_i<2c^2$ would be too weak: if $V_i+d$ lies above $2c^2$, the weight $W_i$ is negative.

`zora_gauge_dependence` states positive semidefiniteness and the criterion for a zero defect. `sum_energies_shift` adds $P\neq0$ and compares the two eigenvalue sums, with `Fintype.card n` as the number of levels, counted with multiplicity. It does not say how the excess is distributed over the levels.

The model is finite-dimensional and non-interacting, with a prescribed potential that is diagonal in the basis in which $P$ is written. It does not treat unbounded operators, general basis sets in which $V$ has off-diagonal elements, or a potential that responds to the shift through self-consistency. It also has a single matrix $P$, whereas the scalar-relativistic operator in three dimensions sums over three momentum components.

## The lemmas behind the two theorems

`diagonal_shift` separates the constant from the potential. `elimHam_shift` uses it for the covariance of $H(V,E)$, after `ring` has cancelled the two shifts in the denominator. The later proofs do not need this covariance; it identifies the fixed energy as the source of the defect.

`zora_isHermitian` takes the conjugate transpose of each product and uses that $P$ is Hermitian and the diagonal entries are real. `weight_pos` obtains the two positive denominators from `hV` and concludes $W_i>0$.

`gaugeDefect_eq` is the subtraction step. Its inner statement `hw` puts the two fractions over a common denominator, and `abel` then cancels the potential terms to leave $PWP$.

In `expectation_eq`, the inner statement `hs` is $x^\dagger P=(Px)^\dagger$. The products are then written as a sum over $i$, and $\bar z z=|z|^2$ turns each term into $W_i|(Px)_i|^2$.

The proof of `zora_gauge_dependence` combines Hermiticity with this nonnegative sum. For the vanishing criterion it inserts the basis vector `Pi.single j 1`, uses that a zero sum of nonnegative terms has only zero terms, and divides out the positive weight.

`trace_gaugeDefect` carries out the double sum for the trace. In `sum_energies_shift`, the inner statement `key` replaces traces by eigenvalue sums, and a nonzero entry $P_{ij}$ supplies the strictly positive term that makes the inequality strict.

## The zero of the potential in a calculation

In its plain form, a ZORA calculation evaluates the factor $c^2/(2c^2-V)$ from the actual potential, often on a real-space grid, and places it between two momentum operators or gradients. The zero of $V$ thereby enters the kinetic energy. In a periodic solid that zero is a convention, such as a vanishing average electrostatic potential, so two codes that use this plain form with different conventions can obtain slightly different ZORA energies even after their energy zeros have been aligned. A direct test is to add a constant to the potential and compare the eigenvalues after subtracting it.

One remedy is to build the kinetic factor from a fixed model potential, for instance a superposition of atomic potentials, and to leave that model unchanged when the actual potential is shifted. The kinetic term then stays the same, and the constant moves all eigenvalues equally.

The scalar-relativistic radial equation used in LAPW retains an energy in the corresponding place, through the mass $M(r)=1+(E-V(r))/(2c^2)$. This mass is unchanged when the energy parameter $E$ is moved together with the potential. If the code holds $E$ fixed while the potential zero moves, $M(r)$ changes, just as the denominator does in ZORA.
